# The product of opposite electron hops between two distinct sites, in terms of spin and number operators

For electrons on finitely many sites, each with one orbital and two spin states, let hop(i, j) be the spin-conserving hop from site j to site i, summed over spin, with unit amplitude. The theorem says that for distinct sites hop(i, j) hop(j, i) = N_i − 2 S_i·S_j − N_i N_j / 2, where N counts the electrons on a site and S is its spin in units of ħ. This is an identity between operators that uses only the canonical anticommutation relations, so it involves no Hamiltonian and no restriction on how many electrons a site holds. The attempt reorders the four operators for each pair of spins, then adds the four resulting equations with `linear_combination`, leaving `simp only` to expand the definitions and `module` to compare the coefficients.

Lean 4 with Mathlib refuses this proof:

```lean
import Mathlib

open Finset

namespace ExchangeIdentity

noncomputable section

variable {L : ℕ} {A : Type*} [Ring A] [StarRing A] [Algebra ℂ A]

/-- Canonical anticommutation relations for sites `i` and spins `0` (up), `1` (down). -/
structure CAR (c : Fin L → Fin 2 → A) : Prop where
  anti : ∀ i j s r, c i s * c j r + c j r * c i s = 0
  car : ∀ i j s r, c i s * star (c j r) + star (c j r) * c i s = if i = j ∧ s = r then 1 else 0

/-- Spin-conserving hop from site `j` to site `i`. -/
def hop (c : Fin L → Fin 2 → A) (i j : Fin L) : A := ∑ s, star (c i s) * c j s

/-- Number of electrons on site `i`. -/
def number (c : Fin L → Fin 2 → A) (i : Fin L) : A := hop c i i

/-- Spin component `x` on site `i`. -/
def spinX (c : Fin L → Fin 2 → A) (i : Fin L) : A :=
  (1 / 2 : ℂ) • (star (c i 0) * c i 1 + star (c i 1) * c i 0)

/-- Spin component `y` on site `i`. -/
def spinY (c : Fin L → Fin 2 → A) (i : Fin L) : A :=
  (Complex.I / 2) • (star (c i 1) * c i 0 - star (c i 0) * c i 1)

/-- Spin component `z` on site `i`. -/
def spinZ (c : Fin L → Fin 2 → A) (i : Fin L) : A :=
  (1 / 2 : ℂ) • (star (c i 0) * c i 0 - star (c i 1) * c i 1)

/-- The scalar product of the spins on sites `i` and `j`. -/
def spinDot (c : Fin L → Fin 2 → A) (i j : Fin L) : A :=
  spinX c i * spinX c j + spinY c i * spinY c j + spinZ c i * spinZ c j

variable [StarModule ℂ A] {c : Fin L → Fin 2 → A}

omit [StarModule ℂ A] in
/-- A hop and its reverse between distinct sites: `N_i - 2 S_i·S_j - N_i N_j / 2`. -/
theorem exchange_identity (h : CAR c) {i j : Fin L} (hij : i ≠ j) :
    hop c i j * hop c j i = number c i - (2 : ℂ) • spinDot c i j
      - (1 / 2 : ℂ) • (number c i * number c j) := by
  have e : ∀ s r, star (c i s) * c j s * (star (c j r) * c i r) =
      (if s = r then star (c i s) * c i r else 0)
        - star (c i s) * c i r * (star (c j r) * c j s) := by
    intro s r
    have h1 := h.anti j i s r
    have h2 := h.car j j s r
    have h3 := (h.car i j r r).trans (if_neg fun q => hij q.1)
    by_cases hs : s = r
    · rw [if_pos ⟨rfl, hs⟩] at h2
      rw [if_pos hs]
      linear_combination (norm := noncomm_ring) star (c i s) * h2 * c i r
        - star (c i s) * star (c j r) * h1 + star (c i s) * h3 * c j s
    · rw [if_neg fun q => hs q.2] at h2
      rw [if_neg hs]
      linear_combination (norm := noncomm_ring) star (c i s) * h2 * c i r
        - star (c i s) * star (c j r) * h1 + star (c i s) * h3 * c j s
  have e00 := e 0 0
  have e01 := e 0 1
  have e10 := e 1 0
  have e11 := e 1 1
  rw [if_pos rfl] at e00 e11
  rw [if_neg (by decide : ¬(0 : Fin 2) = 1)] at e01
  rw [if_neg (by decide : ¬(1 : Fin 2) = 0)] at e10
  have hI : Complex.I / 2 * (Complex.I / 2) = -1 / 4 := by
    linear_combination (1 / 4 : ℂ) * Complex.I_mul_I
  have hy : spinY c i * spinY c j = (-1 / 4 : ℂ) • ((star (c i 1) * c i 0 - star (c i 0) * c i 1)
      * (star (c j 1) * c j 0 - star (c j 0) * c j 1)) := by
    simp only [spinY, smul_mul_assoc, mul_smul_comm, smul_smul, hI]
  rw [spinDot, hy]
  linear_combination (norm := (simp only [spinX, spinZ, number, hop, Fin.sum_univ_two, mul_add,
    add_mul, mul_sub, sub_mul, smul_mul_assoc, mul_smul_comm, mul_assoc, mul_zero, zero_mul];
    module)) e00 + e01 + e10 + e11

end

end ExchangeIdentity
```

Messages:

```
Main.lean:75:93: error: unexpected identifier; expected ')'
Main.lean:44:51: error: unsolved goals
case a
L : ℕ
A : Type u_1
inst✝² : Ring A
inst✝¹ : StarRing A
inst✝ : Algebra ℂ A
c : Fin L → Fin 2 → A
h : CAR c
i j : Fin L
hij : i ≠ j
e :
  ∀ (s r : Fin 2),
    star (c i s) * c j s * (star (c j r) * c i r) =
      (if s = r then star (c i s) * c i r else 0) - star (c i s) * c i r * (star (c j r) * c j s)
e00 :
  star (c i 0) * c j 0 * (star (c j 0) * c i 0) = star (c i 0) * c i 0 - star (c i 0) * c i 0 * (star (c j 0) * c j 0)
e01 : star (c i 0) * c j 0 * (star (c j 1) * c i 1) = 0 - star (c i 0) * c i 1 * (star (c j 1) * c j 0)
e10 : star (c i 1) * c j 1 * (star (c j 0) * c i 0) = 0 - star (c i 1) * c i 0 * (star (c j 0) * c j 1)
e11 :
  star (c i 1) * c j 1 * (star (c j 1) * c i 1) = star (c i 1) * c i 1 - star (c i 1) * c i 1 * (star (c j 1) * c j 1)
hI : Complex.I / 2 * (Complex.I / 2) = -1 / 4
hy :
  spinY c i * spinY c j =
    (-1 / 4) • ((star (c i 1) * c i 0 - star (c i 0) * c i 1) * (star (c j 1) * c j 0 - star (c j 0) * c j 1))
⊢ star (c i 0) * (c j 0 * (star (c j 0) * c i 0)) + star (c i 1) * (c j 1 * (star (c j 0) * c i 0)) +
          (star (c i 0) * (c j 0 * (star (c j 1) * c i 1)) + star (c i 1) * (c j 1 * (star (c j 1) * c i 1))) +
        0 -
      (star (c i 0) * c i 0 + star (c i 1) * c i 1 -
            2 •
              ((1 / 2) •
                    ((1 / 2) •
                        (star (c i 0) * (c i 1 * (star (c j 0) * c j 1)) +
                          star (c i 1) * (c i 0 * (star (c j 0) * c j 1))) +
                      (1 / 2) •
                        (star (c i 0) * (c i 1 * (star (c j 1) * c j 0)) +
                          star (c i 1) * (c i 0 * (star (c j 1) * c j 0)))) +
                  (-1 / 4) •
                    (star (c i 1) * (c i 0 * (star (c j 1) * c j 0)) - star (c i 0) * (c i 1 * (star (c j 1) * c j 0)) -
                      (star (c i 1) * (c i 0 * (star (c j 0) * c j 1)) -
                        star (c i 0) * (c i 1 * (star (c j 0) * c j 1)))) +
                (1 / 2) •
                  ((1 / 2) •
                      (star (c i 0) * (c i 0 * (star (c j 0) * c j 0)) -
                        star (c i 1) * (c i 1 * (star (c j 0) * c j 0))) -
                    (1 / 2) •
                      (star (c i 0) * (c i 0 * (star (c j 1) * c j 1)) -
                        star (c i 1) * (c i 1 * (star (c j 1) * c j 1))))) -
          (1 / 2) •
            (star (c i 0) * (c i 0 * (star (c j 0) * c j 0)) + star (c i 1) * (c i 1 * (star (c j 0) * c j 0)) +
              (star (c i 0) * (c i 0 * (star (c j 1) * c j 1)) + star (c i 1) * (c i 1 * (star (c j 1) * c j 1)))) +
        0) =
    0
```

The first error is one of layout. Tactics in a sequence may not start to the left of the column where the sequence begins, here that of `simp`, far along its line. After the semicolon, `module` starts a new line near the left margin, so Lean does not take it as the next tactic and expects the closing parenthesis instead.

The second error follows from the first. Lean still runs the part it has read, which stops before `module` and before `e00 + e01 + e10 + e11`. The goal it prints is therefore the difference of the theorem's two sides, expanded by `simp only`, with zeros where the four equations should have entered and nothing to finish the proof.

The repair starts `simp only` near the left margin and puts `module` further right, after the semicolon on the continuation line. Both tactics are now read, and so are the four equations after them. Dropping `mul_zero` and `zero_mul` is mere tidying.

After these edits no error is left:

```diff
@@ -72,7 +72,8 @@
     simp only [spinY, smul_mul_assoc, mul_smul_comm, smul_smul, hI]
   rw [spinDot, hy]
-  linear_combination (norm := (simp only [spinX, spinZ, number, hop, Fin.sum_univ_two, mul_add,
-    add_mul, mul_sub, sub_mul, smul_mul_assoc, mul_smul_comm, mul_assoc, mul_zero, zero_mul];
-    module)) e00 + e01 + e10 + e11
+  linear_combination (norm :=
+    (simp only [spinX, spinZ, number, hop, Fin.sum_univ_two, mul_add, add_mul, mul_sub,
+      sub_mul, smul_mul_assoc, mul_smul_comm, mul_assoc]; module))
+    e00 + e01 + e10 + e11
 
 end
```
